# Which scalings γB have a positive definite SR1 update when yᵀs > 0

Q: I am relaxing a molecule. The last step s changed the energy gradient by y, and I want to correct my Hessian model with the symmetric rank-one (SR1) formula. My initial model is a positive definite matrix B whose overall stiffness is a guess, so I start from γB with γ > 0. Sometimes the corrected model has a negative eigenvalue, and the next quasi-Newton step may then point uphill. Which γ are safe?

A: Three numbers decide it:

a = sᵀBs, b = yᵀs, c = yᵀB⁻¹y.

Suppose b > 0, which says that the true curvature, averaged along the step, is positive. Then for γ ≠ b/a the updated matrix is positive definite exactly when γ < b/a or γ > c/b. Some texts use γ for the factor on the inverse Hessian; here it multiplies the Hessian model itself.

Q: And the Lean definition is the update I use?

A: Yes. With the residual r = y − Bs, it is B + r rᵀ/(rᵀs). The finite type `n` labels the coordinates, `⬝ᵥ` is the dot product, `*ᵥ` applies a matrix to a vector, and `vecMulVec r r` is r rᵀ.

```lean
import Mathlib

open Matrix

namespace SR1InitialScaling

noncomputable section

variable {n : Type*} [Fintype n]

/-- The symmetric rank-one update of the Hessian model `B` for the step `s` and the gradient change
`y`. The formula is meaningful for `(y - B s)ᵀ s ≠ 0`; if this denominator is zero, Lean's
convention `1 / 0 = 0` makes the definition return `B`. -/
def sr1 (B : Matrix n n ℝ) (s y : n → ℝ) : Matrix n n ℝ :=
  B + (1 / ((y - B *ᵥ s) ⬝ᵥ s)) • vecMulVec (y - B *ᵥ s) (y - B *ᵥ s)
```

Q: Does "positive definite" mean what I mean by it?

A: `Matrix.PosDef` requires a symmetric matrix with xᵀAx > 0 for every nonzero x. The first lemma extracts these two facts. The second computes the form after a rank-one correction,

xᵀ(A + k r rᵀ)x = xᵀAx + k (rᵀx)²,

and checks that symmetry survives, so only the sign of the right-hand side matters.

```lean
/-- A real positive definite matrix gives a symmetric bilinear form that is positive on
nonzero vectors. -/
theorem posDef_form {A : Matrix n n ℝ} (hA : A.PosDef) :
    (∀ x w : n → ℝ, x ⬝ᵥ A *ᵥ w = w ⬝ᵥ A *ᵥ x) ∧
      ∀ x : n → ℝ, x ≠ 0 → 0 < x ⬝ᵥ A *ᵥ x := by
  have hT : Aᵀ = A := by
    rw [← conjTranspose_eq_transpose_of_trivial]
    exact hA.isHermitian.eq
  refine ⟨fun x w => ?_, fun x hx => ?_⟩
  · rw [dotProduct_mulVec, ← mulVec_transpose, hT, dotProduct_comm]
  · simpa only [star_trivial] using hA.dotProduct_mulVec_pos hx

/-- Adding `k r rᵀ` to a positive definite `A` leaves it positive definite exactly when
`xᵀ A x + k (rᵀ x)²` is positive for every nonzero `x`. -/
theorem rankOne_posDef_iff_form {A : Matrix n n ℝ} (hA : A.PosDef) (k : ℝ) (r : n → ℝ) :
    (A + k • vecMulVec r r).PosDef ↔
      ∀ x : n → ℝ, x ≠ 0 → 0 < x ⬝ᵥ A *ᵥ x + k * (r ⬝ᵥ x) ^ 2 := by
  have hq : ∀ x : n → ℝ, star x ⬝ᵥ (A + k • vecMulVec r r) *ᵥ x
      = x ⬝ᵥ A *ᵥ x + k * (r ⬝ᵥ x) ^ 2 := by
    intro x
    have h : (A + k • vecMulVec r r) *ᵥ x = A *ᵥ x + (k * (r ⬝ᵥ x)) • r := by
      ext i
      simp only [mulVec, dotProduct, Matrix.add_apply, Matrix.smul_apply, vecMulVec_apply,
        Pi.add_apply, Pi.smul_apply, smul_eq_mul, Finset.mul_sum, Finset.sum_mul,
        ← Finset.sum_add_distrib]
      exact Finset.sum_congr rfl fun j _ => by ring
    rw [star_trivial, h, dotProduct_add, dotProduct_smul, dotProduct_comm x r, smul_eq_mul]
    ring
  rw [posDef_iff_dotProduct_mulVec]
  constructor
  · rintro ⟨_, h⟩ x hx
    rw [← hq]
    exact h hx
  · intro h
    refine ⟨Matrix.IsHermitian.ext fun i j => ?_, fun x hx => by rw [hq]; exact h x hx⟩
    have hij := hA.isHermitian.apply i j
    simp only [star_trivial] at hij
    simp only [star_trivial, Matrix.add_apply, Matrix.smul_apply, vecMulVec_apply, smul_eq_mul]
    linear_combination hij
```

Q: If k is positive, nothing can go wrong. What if it is negative?

A: Then we must bound (rᵀx)² by xᵀAx, which is Cauchy-Schwarz with A as metric. For w ≠ 0 take v = (wᵀAw)x − (wᵀAx)w. Expanding gives

vᵀAv = (wᵀAw) [(wᵀAw)(xᵀAx) − (wᵀAx)²].

The left side is nonnegative and wᵀAw > 0, so the bracket is nonnegative. If the bracket vanishes, then v = 0, and x is a multiple of w. In the code `hv` is this expansion, and the split on `h0` separates v = 0 from v ≠ 0.

```lean
/-- Cauchy-Schwarz inequality in the metric of a positive definite matrix `A`; equality
forces the two vectors to be linearly related as stated. -/
theorem cauchy_schwarz_metric {A : Matrix n n ℝ} (hA : A.PosDef) (x w : n → ℝ) :
    (w ⬝ᵥ A *ᵥ x) ^ 2 ≤ (w ⬝ᵥ A *ᵥ w) * (x ⬝ᵥ A *ᵥ x) ∧
      ((w ⬝ᵥ A *ᵥ x) ^ 2 = (w ⬝ᵥ A *ᵥ w) * (x ⬝ᵥ A *ᵥ x) →
        (w ⬝ᵥ A *ᵥ w) • x = (w ⬝ᵥ A *ᵥ x) • w) := by
  obtain ⟨hs, hp⟩ := posDef_form hA
  rcases eq_or_ne w 0 with rfl | hw
  · simp
  have hq := hp w hw
  -- the form of v, the part of x orthogonal to w in the metric A, multiplied by wᵀ A w
  have hv : ((w ⬝ᵥ A *ᵥ w) • x - (w ⬝ᵥ A *ᵥ x) • w) ⬝ᵥ
      A *ᵥ ((w ⬝ᵥ A *ᵥ w) • x - (w ⬝ᵥ A *ᵥ x) • w)
      = (w ⬝ᵥ A *ᵥ w) * ((w ⬝ᵥ A *ᵥ w) * (x ⬝ᵥ A *ᵥ x) - (w ⬝ᵥ A *ᵥ x) ^ 2) := by
    simp only [mulVec_sub, mulVec_smul, sub_dotProduct, dotProduct_sub, smul_dotProduct,
      dotProduct_smul, smul_eq_mul]
    rw [hs x w]
    ring
  rcases eq_or_ne ((w ⬝ᵥ A *ᵥ w) • x - (w ⬝ᵥ A *ᵥ x) • w) 0 with h0 | h0
  · have h1 : (w ⬝ᵥ A *ᵥ w) * ((w ⬝ᵥ A *ᵥ w) * (x ⬝ᵥ A *ᵥ x) - (w ⬝ᵥ A *ᵥ x) ^ 2) = 0 := by
      rw [← hv, h0, zero_dotProduct]
    have h2 := (mul_eq_zero.1 h1).resolve_left hq.ne'
    exact ⟨by linarith, fun _ => sub_eq_zero.1 h0⟩
  · have h1 := hp _ h0
    rw [hv] at h1
    have h2 := (mul_pos_iff_of_pos_left hq).1 h1
    exact ⟨by linarith, fun e => absurd e (ne_of_lt (by linarith))⟩
```

Q: How does that give a sharp criterion?

A: Write r = Au, let d < 0 be the denominator, and set q = uᵀAu. Cauchy-Schwarz gives

xᵀAx + (rᵀx)²/d ≥ xᵀAx (1 + q/d),

which is positive for x ≠ 0 if q < −d. Conversely, suppose the corrected matrix is positive definite. If u ≠ 0, put x = u: the form is q(1 + q/d) with q > 0, so its positivity forces q < −d. If u = 0, then q = 0 < −d already. The Lean proof has the same two directions, with `hfrac` putting the sum over the common denominator d.

```lean
/-- For positive definite `A` and `d < 0`, the matrix `A + (A u)(A u)ᵀ / d` is positive
definite exactly when `uᵀ A u < -d`. -/
theorem rankOne_negative_posDef_iff {A : Matrix n n ℝ} (hA : A.PosDef) (u : n → ℝ) {d : ℝ}
    (hd : d < 0) :
    (A + (1 / d) • vecMulVec (A *ᵥ u) (A *ᵥ u)).PosDef ↔ u ⬝ᵥ A *ᵥ u < -d := by
  obtain ⟨hs, hp⟩ := posDef_form hA
  have hfrac : ∀ X P : ℝ, X + 1 / d * P = (X * d + P) / d := by
    intro X P
    rw [add_div, mul_div_assoc, div_self hd.ne]
    ring
  rw [rankOne_posDef_iff_form hA]
  constructor
  · intro h
    rcases eq_or_ne u 0 with rfl | hu
    · simpa using hd
    -- test the form on u itself
    have h1 := h u hu
    have h2 := hp u hu
    rw [dotProduct_comm (A *ᵥ u) u, hfrac] at h1
    by_contra hn
    have h3 : 0 ≤ (u ⬝ᵥ A *ᵥ u) * (d + u ⬝ᵥ A *ᵥ u) := mul_nonneg h2.le (by linarith)
    have h4 := div_nonpos_of_nonneg_of_nonpos h3 hd.le
    have h5 : (u ⬝ᵥ A *ᵥ u) * (d + u ⬝ᵥ A *ᵥ u)
        = (u ⬝ᵥ A *ᵥ u) * d + (u ⬝ᵥ A *ᵥ u) ^ 2 := by ring
    rw [h5] at h4
    linarith
  · intro h x hx
    have hc := (cauchy_schwarz_metric hA x u).1
    have hm := mul_lt_mul_of_pos_right h (hp x hx)
    rw [dotProduct_comm (A *ᵥ u) x, hs x u, hfrac]
    exact div_pos_of_neg_of_neg (by linarith) hd
```

Q: Now put in the SR1 vectors.

A: For γB the residual is r = y − γBs, and the denominator is

d = rᵀs = b − γa.

If γ < b/a, then d > 0 and the correction only adds to a positive form. If γ > b/a, then d < 0 and we need u with γBu = r, namely u = B⁻¹y/γ − s. Hence

q = uᵀr = (B⁻¹y/γ − s)ᵀ(y − γBs) = c/γ − 2b + γa.

The criterion q < −d reads c/γ − 2b + γa < γa − b, that is c/γ < b, or γ > c/b.

Two short lemmas supply the denominator and the identity B(B⁻¹y) = y.

```lean
/-- The denominator of the SR1 update of `γ B` is `yᵀ s - γ sᵀ B s`. -/
theorem sr1_denominator (B : Matrix n n ℝ) (s y : n → ℝ) (γ : ℝ) :
    (y - (γ • B) *ᵥ s) ⬝ᵥ s = y ⬝ᵥ s - γ * (s ⬝ᵥ B *ᵥ s) := by
  rw [sub_dotProduct, smul_mulVec, smul_dotProduct, dotProduct_comm (B *ᵥ s) s, smul_eq_mul]

/-- For invertible `B`, the vector `B⁻¹ y` solves the linear system with right-hand side `y`. -/
theorem mulVec_inv_mulVec [DecidableEq n] {B : Matrix n n ℝ} (hB : IsUnit B.det)
    (y : n → ℝ) :
    B *ᵥ (B⁻¹ *ᵥ y) = y := by
  rw [mulVec_mulVec, mul_nonsing_inv _ hB, one_mulVec]
```

In the main theorem, `hb` is b > 0, `hγ` is γ > 0 and `hne` is γ ≠ b/a. A nonzero step need not be assumed, since b > 0 implies it. The proof splits on the sign of γ − b/a; in the second case `z` stands for B⁻¹y, `hu` is the equation γBu = r, and `hE` is the formula for q.

```lean
/-- For positive definite `B`, `yᵀ s > 0` and a scaling `γ > 0` with nonzero SR1 denominator,
the SR1 update of `γ B` is positive definite exactly when `γ` lies below `yᵀ s / sᵀ B s` or
above `yᵀ B⁻¹ y / yᵀ s`. -/
theorem sr1_scaled_posDef_iff [DecidableEq n] {B : Matrix n n ℝ} (hB : B.PosDef)
    {s y : n → ℝ} {γ : ℝ}
    (hb : 0 < y ⬝ᵥ s) (hγ : 0 < γ) (hne : γ ≠ (y ⬝ᵥ s) / (s ⬝ᵥ B *ᵥ s)) :
    (sr1 (γ • B) s y).PosDef ↔
      γ < (y ⬝ᵥ s) / (s ⬝ᵥ B *ᵥ s) ∨ (y ⬝ᵥ B⁻¹ *ᵥ y) / (y ⬝ᵥ s) < γ := by
  obtain ⟨hs, hp⟩ := posDef_form hB
  have hs0 : s ≠ 0 := by
    rintro rfl
    simp at hb
  have ha := hp s hs0
  have hden := sr1_denominator B s y γ
  unfold sr1
  rcases lt_or_gt_of_ne hne with hlt | hgt
  · -- below the first threshold the correction is positive
    have hd : 0 < (y - (γ • B) *ᵥ s) ⬝ᵥ s := by
      rw [hden]
      linarith [(lt_div_iff₀ ha).1 hlt]
    refine iff_of_true ((rankOne_posDef_iff_form (hB.smul hγ) _ _).2 fun x hx => ?_)
      (Or.inl hlt)
    exact add_pos_of_pos_of_nonneg ((posDef_form (hB.smul hγ)).2 x hx)
      (mul_nonneg (one_div_pos.2 hd).le (sq_nonneg _))
  · -- above it the correction is negative, and its size decides
    have hd : (y - (γ • B) *ᵥ s) ⬝ᵥ s < 0 := by
      rw [hden]
      linarith [(div_lt_iff₀ ha).1 hgt]
    have hz := mulVec_inv_mulVec hB.det_pos.ne'.isUnit y
    obtain ⟨z, hzdef⟩ : ∃ z, z = B⁻¹ *ᵥ y := ⟨_, rfl⟩
    rw [← hzdef] at hz ⊢
    have hzs : z ⬝ᵥ B *ᵥ s = y ⬝ᵥ s := by rw [hs z s, hz, dotProduct_comm]
    have hu : (γ • B) *ᵥ (γ⁻¹ • z - s) = y - (γ • B) *ᵥ s := by
      rw [mulVec_sub, mulVec_smul, smul_mulVec, hz, smul_smul, inv_mul_cancel₀ hγ.ne', one_smul]
    have key := rankOne_negative_posDef_iff (hB.smul hγ) (γ⁻¹ • z - s) hd
    rw [hu] at key
    have hE : (γ⁻¹ • z - s) ⬝ᵥ (y - (γ • B) *ᵥ s)
        = (y ⬝ᵥ z) / γ - 2 * (y ⬝ᵥ s) + γ * (s ⬝ᵥ B *ᵥ s) := by
      have hg : γ * γ⁻¹ = 1 := mul_inv_cancel₀ hγ.ne'
      rw [smul_mulVec]
      simp only [sub_dotProduct, dotProduct_sub, smul_dotProduct, dotProduct_smul, smul_eq_mul]
      rw [hzs, dotProduct_comm z y, dotProduct_comm s y]
      linear_combination (-(y ⬝ᵥ s)) * hg
    rw [key, hE, hden]
    constructor
    · intro h
      have h1 : (y ⬝ᵥ z) / γ < y ⬝ᵥ s := by linarith
      rw [div_lt_iff₀ hγ] at h1
      right
      rw [div_lt_iff₀ hb]
      linarith
    · rintro (h | h)
      · exact absurd h (not_lt_of_ge hgt.le)
      · rw [div_lt_iff₀ hb] at h
        have h1 : (y ⬝ᵥ z) / γ < y ⬝ᵥ s := by
          rw [div_lt_iff₀ hγ]
          linarith
        linarith
```

Q: Why exclude γ = b/a?

A: The SR1 denominator vanishes there, so the formula defines no update. Lean sets 1/0 = 0 and would return γB, which is positive definite although neither inequality holds. If r = 0 there, γB already satisfies γBs = y and can be kept as it is. If r ≠ 0 there, the correction grows without bound as γ approaches b/a, so a γ just below b/a gives a positive definite matrix with a very large eigenvalue.

Q: Could the two safe ranges overlap?

A: No. Cauchy-Schwarz for s and B⁻¹y gives b² ≤ ac, and dividing by ab gives b/a ≤ c/b. Equality forces aB⁻¹y = bs, hence y = (b/a)Bs; conversely, pairing that relation with B⁻¹y gives c = b²/a. In that case Bs already points along y, so that at most the scale of B along the step is off. The update is then positive definite for every γ > 0 except b/a, where r = 0 and γB needs no correction. With a single coordinate this always happens.

```lean
/-- For positive definite `B` and `yᵀ s > 0` the lower threshold never exceeds the upper one,
and the two coincide exactly when `y = (yᵀ s / sᵀ B s) B s`. -/
theorem thresholds_ordered [DecidableEq n] {B : Matrix n n ℝ} (hB : B.PosDef) {s y : n → ℝ}
    (hb : 0 < y ⬝ᵥ s) :
    (y ⬝ᵥ s) / (s ⬝ᵥ B *ᵥ s) ≤ (y ⬝ᵥ B⁻¹ *ᵥ y) / (y ⬝ᵥ s) ∧
      ((y ⬝ᵥ s) / (s ⬝ᵥ B *ᵥ s) = (y ⬝ᵥ B⁻¹ *ᵥ y) / (y ⬝ᵥ s) ↔
        y = ((y ⬝ᵥ s) / (s ⬝ᵥ B *ᵥ s)) • B *ᵥ s) := by
  obtain ⟨hs, hp⟩ := posDef_form hB
  have hs0 : s ≠ 0 := by
    rintro rfl
    simp at hb
  have ha := hp s hs0
  have hz := mulVec_inv_mulVec hB.det_pos.ne'.isUnit y
  obtain ⟨z, hzdef⟩ : ∃ z, z = B⁻¹ *ᵥ y := ⟨_, rfl⟩
  rw [← hzdef] at hz ⊢
  have hzs : z ⬝ᵥ B *ᵥ s = y ⬝ᵥ s := by rw [hs z s, hz, dotProduct_comm]
  -- Cauchy-Schwarz for s and B⁻¹ y
  obtain ⟨hle, heq⟩ := cauchy_schwarz_metric hB z s
  rw [hz, dotProduct_comm s y, dotProduct_comm z y] at hle heq
  refine ⟨?_, fun e => ?_, fun h => ?_⟩
  · rw [div_le_div_iff₀ ha hb]
    linarith
  · rw [div_eq_div_iff ha.ne' hb.ne'] at e
    have h1 := congrArg (fun v => B *ᵥ v) (heq (by linarith))
    simp only [mulVec_smul, hz] at h1
    rw [div_eq_inv_mul, mul_smul, ← h1, smul_smul, inv_mul_cancel₀ ha.ne', one_smul]
  · have h1 := congrArg (fun v => z ⬝ᵥ v) h
    simp only [dotProduct_smul, smul_eq_mul] at h1
    rw [hzs, dotProduct_comm z y] at h1
    rw [eq_div_iff hb.ne']
    exact h1.symm
```

Q: My steps sometimes cross a region of negative curvature. Can a large γ rescue the update?

A: Only if the curvature averaged along the whole step is still positive, b > 0; then the criterion above applies. If b ≤ 0 and s ≠ 0, then d = b − γa < 0 for every γ > 0, and the updated form along the step is

γa + d²/d = γa + d = b ≤ 0.

The update reproduces the measured curvature along s, so no positive scaling makes it positive definite.

```lean
/-- For positive definite `B`, a nonzero step and `yᵀ s ≤ 0`, the SR1 update of `γ B` is not
positive definite for any `γ > 0`. -/
theorem sr1_scaled_not_posDef {B : Matrix n n ℝ} (hB : B.PosDef) {s y : n → ℝ} {γ : ℝ}
    (hs0 : s ≠ 0) (hb : y ⬝ᵥ s ≤ 0) (hγ : 0 < γ) : ¬ (sr1 (γ • B) s y).PosDef := by
  intro h
  unfold sr1 at h
  -- along the step the updated form equals yᵀ s
  have h1 := (rankOne_posDef_iff_form (hB.smul hγ) _ _).1 h s hs0
  rw [sr1_denominator, smul_mulVec, dotProduct_smul, smul_eq_mul] at h1
  have hd : y ⬝ᵥ s - γ * (s ⬝ᵥ B *ᵥ s) < 0 := by
    linarith [mul_pos hγ ((posDef_form hB).2 s hs0)]
  have e : ∀ D : ℝ, D ≠ 0 → 1 / D * D ^ 2 = D := fun D hD => by field_simp
  rw [e _ hd.ne] at h1
  linarith
```

Q: I usually start from a multiple of the identity.

A: Then a = sᵀs and c = yᵀy, and the thresholds are yᵀs/sᵀs and yᵀy/yᵀs. These are the Barzilai-Borwein quotients in their curvature form; the step lengths of that name are their reciprocals. If the two differ, neither is itself a usable γ here: the first makes the denominator vanish, and the second gives a singular matrix. If they are equal, the identity multiplied by this γ already maps s to y, and no update is needed. The Lean proof sets B = 1 in the main theorem and simplifies.

```lean
/-- Scaled identity as initial matrix: for `yᵀ s > 0`, `γ > 0` and `γ ≠ yᵀ s / sᵀ s`, the SR1
update of `γ 1` is positive definite exactly when `γ` lies below the Barzilai-Borwein quotient
`yᵀ s / sᵀ s` or above the Barzilai-Borwein quotient `yᵀ y / yᵀ s`. -/
theorem sr1_scaled_identity_posDef_iff [DecidableEq n] {s y : n → ℝ} {γ : ℝ}
    (hb : 0 < y ⬝ᵥ s) (hγ : 0 < γ)
    (hne : γ ≠ (y ⬝ᵥ s) / (s ⬝ᵥ s)) :
    (sr1 (γ • (1 : Matrix n n ℝ)) s y).PosDef ↔
      γ < (y ⬝ᵥ s) / (s ⬝ᵥ s) ∨ (y ⬝ᵥ y) / (y ⬝ᵥ s) < γ := by
  have h := sr1_scaled_posDef_iff (B := (1 : Matrix n n ℝ)) Matrix.PosDef.one hb hγ
    (by rwa [one_mulVec])
  simpa only [inv_one, one_mulVec] using h

end

end SR1InitialScaling
```

```lean
#print axioms SR1InitialScaling.sr1_scaled_posDef_iff
#print axioms SR1InitialScaling.thresholds_ordered
#print axioms SR1InitialScaling.sr1_scaled_not_posDef
#print axioms SR1InitialScaling.sr1_scaled_identity_posDef_iff
```

```
'SR1InitialScaling.sr1_scaled_posDef_iff' depends on axioms: [propext, Classical.choice, Quot.sound]
'SR1InitialScaling.thresholds_ordered' depends on axioms: [propext, Classical.choice, Quot.sound]
'SR1InitialScaling.sr1_scaled_not_posDef' depends on axioms: [propext, Classical.choice, Quot.sound]
'SR1InitialScaling.sr1_scaled_identity_posDef_iff' depends on axioms: [propext, Classical.choice, Quot.sound]
```

Q: Show me numbers.

A: Take two coordinates, B = 1, s = (1, 0) and y = (1, 1). Then a = 1, b = 1 and c = 2, so the thresholds are 1 and 2. The residual is (1 − γ, 1), the denominator is 1 − γ, and the updated matrix has rows

(1, 1) and (1, γ + 1/(1 − γ)).

Its upper left entry is 1, so the determinant decides:

det = γ + 1/(1 − γ) − 1 = γ(2 − γ)/(1 − γ).

For γ = 1/2 this is 3/2, and the matrix is positive definite. For γ = 3/2 it is −3/2, and one eigenvalue is negative. For γ = 3 it is 3/2 again. At γ = 2 it is zero, so the matrix is singular.

Q: Then what is still missing between the theorem and my relaxation run?

A: The accuracy of y. The theorem takes s and y as given real vectors and knows nothing of an energy surface. If your gradients come from an incompletely converged self-consistent field calculation, b and c inherit the error, and a γ close to a threshold may fall on the wrong side for the true gradient change. You also have to check b > 0 for each step, since it is assumed and not derived.

Q: So where would I use it?

A: In rescaling the initial Hessian model after the first step, when s and y are known, in a geometry optimisation or in an orbital optimisation with finitely many real parameters. It settles the definiteness of a single update from γB, and says nothing about convergence or about how close the model is to the true Hessian.
